# The Padé Adiabatic-Connection Integrand Is Subadditive over Fragments with Negative Slopes and Asymptotes

## Slope, asymptote and full-coupling value

Let $l \ge 0$ be the coupling constant that scales the electron–electron repulsion along the adiabatic connection, with $l=0$ the Kohn–Sham system and $l=1$ the physical one. The integrand is measured from its value at $l=0$, so that it describes correlation only. The Padé model for it is

$$W(l) = \frac{a c\, l}{c + a l},$$

with two real parameters. The slope $a$ at $l=0$ stands for twice the second-order correlation energy of Görling–Levy perturbation theory. The asymptote $c$ stands for the strong-coupling limit of the integrand, again relative to $l=0$. Both are taken to be negative: correlation lowers the integrand, at first linearly and finally to a finite limit. This excludes one-electron fragments such as the hydrogen atom, for which both exact values are zero. With these signs $c + al < 0$ for all $l \ge 0$, and the model has no pole at any physical coupling.

The full-coupling value is

$$g(a,c) = W(1) = \frac{ac}{a+c}.$$

This is the integrand at $l=1$. The correlation energy is the integral of $W$ from $0$ to $1$.

Now take a finite non-empty family of fragments $i$ with data $a_i<0$, $c_i<0$, and put $A=\sum_i a_i$, $C=\sum_i c_i$. Using $A$ and $C$ as the data of the whole system assumes that slope and asymptote are additive. This can hold for well-separated fragments, but not in every dissociation: in spin-restricted H$_2$ the Kohn–Sham gap closes on stretching and the second-order energy diverges. The claim is

$$g(A,C) \le \sum_i g(a_i,c_i),$$

with equality exactly when $a_i c_j = a_j c_i$ for all pairs. The same holds for $W$ at every $l>0$. For interpolated correlation in density functional theory, this means that the two-parameter Padé form can fail to be size-consistent even when its ingredients are additive.

## Comparing each fragment with the tangent plane

**The parameters.** The quotient rule gives

$$W'(l) = \frac{ac(c+al) - acl\cdot a}{(c+al)^2} = \frac{ac^2}{(c+al)^2},$$

so $W'(0)=a$. For $l>0$, dividing numerator and denominator by $l$ gives $W(l) = ac/(c/l + a)$, which tends to $ac/a = c$ as $l\to\infty$.

**Homogeneity.** For $t\neq 0$ and $a+c\ne0$, the scaled denominator $t(a+c)$ is nonzero, and

$$g(ta,tc) = \frac{t^2ac}{t(a+c)} = t\,g(a,c).$$

Hence $N$ identical fragments produce no error.

**The exact error.** The partial derivatives of $g$ at $(A,C)$ are $C^2/(A+C)^2$ and $A^2/(A+C)^2$. Because $g$ is homogeneous of degree one, its tangent plane there passes through the origin and is the linear function

$$T(a,c) = \frac{C^2 a + A^2 c}{(A+C)^2}.$$

At the point of contact, $T(A,C) = AC(C+A)/(A+C)^2 = g(A,C)$. For a single fragment,

$$T(a,c) - g(a,c) = \frac{(C^2a + A^2c)(a+c) - ac(A+C)^2}{(a+c)(A+C)^2}.$$

Expanding the numerator, the terms $acC^2$ and $acA^2$ cancel, and what remains is $a^2C^2 - 2acAC + c^2A^2 = (aC-cA)^2$. Summing over fragments and using the linearity of $T$ gives

$$g(A,C) = \sum_i g(a_i,c_i) + \sum_i \frac{(a_iC - c_iA)^2}{(a_i+c_i)(A+C)^2}.$$

**Sign and equality.** Since $a_i+c_i<0$, every correction is at most zero, which proves the inequality. Equality forces each correction to vanish, so $a_iC = c_iA$ for every $i$. Then

$$A(a_ic_j - a_jc_i) = a_i(c_jA) - a_j(c_iA) = a_ia_jC - a_ja_iC = 0,$$

and $A\neq0$ gives $a_ic_j=a_jc_i$. Conversely, summing $a_ic_j=a_jc_i$ over $j$ returns $a_iC=c_iA$, and all corrections vanish.

The condition says that all fragments share the ratio $c_i/a_i$. This ratio is the coupling at which a fragment's integrand reaches half its asymptote, so the fragment curves differ only in magnitude.

**Other couplings.** Since $W(l) = g(la,c)$, the result at $l>0$ follows by replacing every $a_i$ with $la_i$. The equality condition becomes $l\,a_ic_j = l\,a_jc_i$, and the factor $l$ cancels.

**The smallest cases.** With one fragment, $a_1C-c_1A=0$ and equality holds. With two, take $(a_1,c_1)=(-1,-2)$ and $(a_2,c_2)=(-2,-1)$. Each fragment has $g=-2/3$, so the sum is $-4/3$, while the whole has $g(-3,-3)=-3/2$. The two corrections are $9/(-3\cdot 36)=-1/12$ each, which accounts for the difference of $-1/6$.

## The error in a dissociation calculation

Suppose the Padé model is applied to a molecule and to each of its fragments, each with its own $a$ and $c$. If the molecular data approach the sums $A$ and $C$ at large separation, the full-coupling value approaches $g(A,C)$ instead of $\sum_i g(a_i,c_i)$. Fragments whose ratios $c_i/a_i$ are not all equal then leave a spurious negative offset at infinite distance. Taking $g(A,C)$, built from the fragment data, as the separated reference removes this offset and needs no further electronic-structure calculation. For the correlation energy one does the same with $W$ integrated over $0\le l\le1$; the inequality survives that integration, a step made here by hand and not in Lean.

## The model and its parameters in Lean

```lean
import Mathlib

open Filter Topology

namespace PadeSizeConsistency

noncomputable section
```

The integrand is a function of three real numbers. No density, wavefunction or Hamiltonian appears, so the physical meaning of `a` and `c` enters only through the slope and the limit proved below.

```lean
/-- The Padé model of the adiabatic-connection integrand at coupling `l`, with parameters
`a` and `c`; its domain is `c + a * l ≠ 0`. -/
def padeIntegrand (a c l : ℝ) : ℝ := a * c * l / (c + a * l)

/-- The full-coupling Padé value `ac/(a + c)`; its domain is `a + c ≠ 0`. -/
def padeFull (a c : ℝ) : ℝ := a * c / (a + c)
```

The third definition is the correction found above, for a fragment `(a, c)` in a system with totals `(A, C)`.

```lean
/-- The correction of a fragment `(a, c)` inside a system with totals `(A, C)`;
its domain is `a + c ≠ 0` and `A + C ≠ 0`. -/
def mismatch (a c A C : ℝ) : ℝ := (a * C - c * A) ^ 2 / ((a + c) * (A + C) ^ 2)
```

The slope theorem assumes only `c ≠ 0`. `HasDerivAt` states that the two-sided derivative at zero coupling exists and equals `a`. The proof differentiates numerator and denominator as `h1` and `h2`, combines them by the quotient rule, and simplifies at $l=0$.

```lean
/-- For `c ≠ 0`, the Padé integrand has slope `a` at zero coupling. -/
theorem padeIntegrand_slope (a c : ℝ) (hc : c ≠ 0) :
    HasDerivAt (fun l => padeIntegrand a c l) a 0 := by
  unfold padeIntegrand
  have h1 : HasDerivAt (fun l : ℝ => a * c * l) (a * c) 0 :=
    ((hasDerivAt_id' (0 : ℝ)).const_mul (a * c)).congr_deriv (mul_one _)
  have h2 : HasDerivAt (fun l : ℝ => c + a * l) a 0 :=
    (((hasDerivAt_id' (0 : ℝ)).const_mul a).const_add c).congr_deriv (mul_one _)
  refine (h1.fun_div h2 (by simpa using hc)).congr_deriv ?_
  simp only [mul_zero, add_zero, zero_mul, sub_zero]
  rw [div_eq_iff (pow_ne_zero 2 hc)]
  ring
```

For the asymptote, `Tendsto … atTop (𝓝 c)` is the limit $l\to\infty$, and `a ≠ 0` is assumed. The proof follows the division by $l$: `h0` gives $c/l\to0$, `h1` gives the limit of the rewritten quotient, and the last lines identify that quotient with the integrand for $l>0$.

```lean
/-- For `a ≠ 0`, the Padé integrand tends to `c` as the coupling tends to infinity. -/
theorem padeIntegrand_asymptote (a c : ℝ) (ha : a ≠ 0) :
    Tendsto (fun l => padeIntegrand a c l) atTop (𝓝 c) := by
  have h0 : Tendsto (fun l : ℝ => c / l) atTop (𝓝 0) :=
    tendsto_const_nhds.div_atTop tendsto_id
  have h1 : Tendsto (fun l : ℝ => a * c / (c / l + a)) atTop (𝓝 (a * c / (0 + a))) :=
    tendsto_const_nhds.div (h0.add_const a) (by simpa using ha)
  have h2 : a * c / (0 + a) = c := by rw [zero_add, mul_div_cancel_left₀ _ ha]
  rw [h2] at h1
  refine h1.congr' ?_
  filter_upwards [eventually_gt_atTop (0 : ℝ)] with l hl
  have h3 : c / l + a = (c + a * l) / l := by
    rw [add_div, mul_div_cancel_right₀ _ hl.ne']
  unfold padeIntegrand
  rw [h3, div_div_eq_mul_div]
```

The next identity is $W(l)=g(la,c)$, which later transfers the result from full coupling to any positive coupling.

```lean
/-- The integrand at coupling `l` is the full-coupling value for the slope `l * a`. -/
theorem padeIntegrand_eq_padeFull (a c l : ℝ) :
    padeIntegrand a c l = padeFull (l * a) c := by
  unfold padeIntegrand padeFull
  rw [show a * c * l = l * a * c by ring, show c + a * l = l * a + c by ring]
```

Homogeneity is stated for every nonzero `t`, including negative ones. The first half of the conjunction records that the scaled data stay in the domain of the formula; the second is the scaling law itself.

```lean
/-- If `a + c ≠ 0`, scaling slope and asymptote by a nonzero `t` keeps them in the domain of the
full-coupling value and multiplies that value by `t`. -/
theorem padeFull_homogeneous (t a c : ℝ) (ht : t ≠ 0) (h : a + c ≠ 0) :
    t * a + t * c ≠ 0 ∧ padeFull (t * a) (t * c) = t * padeFull a c := by
  refine ⟨by rw [← mul_add]; exact mul_ne_zero ht h, ?_⟩
  unfold padeFull
  rw [← mul_add, show t * a * (t * c) = t * (t * (a * c)) by ring,
    mul_div_mul_left _ _ ht, mul_div_assoc]
```

## The error formula for a finite family

Fragments are labelled by a finite type `ι`, and their data are functions `a c : ι → ℝ`. The error formula needs no signs, only nonzero denominators for each fragment and for the totals.

```lean
variable {ι : Type*} [Fintype ι]

/-- If slope plus asymptote is nonzero for each fragment and for the totals, the full-coupling value
of the whole system is the sum of the fragment values plus the sum of the fragment corrections. -/
theorem size_consistency_error (a c : ι → ℝ) (hac : ∀ i, a i + c i ≠ 0)
    (hS : ∑ i, a i + ∑ i, c i ≠ 0) :
    padeFull (∑ i, a i) (∑ i, c i) =
      ∑ i, padeFull (a i) (c i) + ∑ i, mismatch (a i) (c i) (∑ j, a j) (∑ j, c j) := by
  obtain ⟨A, hA⟩ : ∃ A, A = ∑ i, a i := ⟨_, rfl⟩
  obtain ⟨C, hC⟩ : ∃ C, C = ∑ i, c i := ⟨_, rfl⟩
  rw [← hA, ← hC] at hS ⊢
  have hS2 : (A + C) ^ 2 ≠ 0 := pow_ne_zero 2 hS
  -- value plus correction is the tangent plane at the totals, which is linear
  have key : ∀ i, padeFull (a i) (c i) + mismatch (a i) (c i) A C =
      (C ^ 2 * a i + A ^ 2 * c i) / (A + C) ^ 2 := by
    intro i
    unfold padeFull mismatch
    rw [div_add_div _ _ (hac i) (mul_ne_zero (hac i) hS2),
      div_eq_div_iff (mul_ne_zero (hac i) (mul_ne_zero (hac i) hS2)) hS2]
    ring
  rw [← Finset.sum_add_distrib, Finset.sum_congr rfl (fun i _ => key i),
    ← Finset.sum_div, Finset.sum_add_distrib, ← Finset.mul_sum, ← Finset.mul_sum,
    ← hA, ← hC]
  unfold padeFull
  rw [div_eq_div_iff hS hS2]
  ring
```

After the totals are named `A` and `C`, the statement `key` says that value plus correction equals the tangent plane $T(a_i,c_i)$. Its proof clears denominators and leaves the polynomial identity to `ring`, which does the expansion carried out above. The following rewrites use linearity to sum the planes, and the closing `ring` confirms $T(A,C)=g(A,C)$.

## Inequality and equality condition

Here the signs enter as `ha` and `hc`, and `Nonempty ι` ensures that the totals are strictly negative. The conclusion has two parts: the inequality, and an equivalence between equality and the pairwise condition.

```lean
/-- For fragments with negative slopes and asymptotes, the full-coupling value of the whole
is at most the sum of the fragment values, with equality exactly when
`a i * c j = a j * c i` for all pairs of fragments. -/
theorem padeFull_subadditive [Nonempty ι] (a c : ι → ℝ)
    (ha : ∀ i, a i < 0) (hc : ∀ i, c i < 0) :
    padeFull (∑ i, a i) (∑ i, c i) ≤ ∑ i, padeFull (a i) (c i) ∧
    (padeFull (∑ i, a i) (∑ i, c i) = ∑ i, padeFull (a i) (c i) ↔
      ∀ i j, a i * c j = a j * c i) := by
  have hneg : ∀ f : ι → ℝ, (∀ i, f i < 0) → ∑ i, f i < 0 := by
    intro f hf
    have h : ∑ i, f i < ∑ _i : ι, (0 : ℝ) :=
      Finset.sum_lt_sum_of_nonempty Finset.univ_nonempty (fun i _ => hf i)
    rwa [Finset.sum_const_zero] at h
  have hA := hneg a ha
  have hS : ∑ i, a i + ∑ i, c i ≠ 0 := (add_neg hA (hneg c hc)).ne
  have hs : ∀ i, a i + c i < 0 := fun i => add_neg (ha i) (hc i)
  have e := size_consistency_error a c (fun i => (hs i).ne) hS
  -- every correction is nonpositive
  have ht : ∀ i ∈ Finset.univ, mismatch (a i) (c i) (∑ j, a j) (∑ j, c j) ≤ 0 :=
    fun i _ => div_nonpos_of_nonneg_of_nonpos (sq_nonneg _)
      (mul_nonpos_of_nonpos_of_nonneg (hs i).le (sq_nonneg _))
  refine ⟨by linarith [Finset.sum_nonpos ht], ?_, ?_⟩
  · intro h i j
    have h0 : ∑ i, mismatch (a i) (c i) (∑ j, a j) (∑ j, c j) = 0 := by linarith
    have hp : ∀ k, a k * ∑ j, c j - c k * ∑ j, a j = 0 := by
      intro k
      have h1 := (Finset.sum_eq_zero_iff_of_nonpos ht).1 h0 k (Finset.mem_univ k)
      unfold mismatch at h1
      rcases div_eq_zero_iff.1 h1 with h2 | h2
      · exact (pow_eq_zero_iff two_ne_zero).1 h2
      · exact absurd h2 (mul_ne_zero (hs k).ne (pow_ne_zero 2 hS))
    apply mul_right_cancel₀ hA.ne
    linear_combination a j * hp i - a i * hp j
  · intro h
    -- proportional fragments have the same ratio as the totals
    have h0 : ∀ k, a k * ∑ j, c j = c k * ∑ j, a j := by
      intro k
      rw [Finset.mul_sum, Finset.mul_sum]
      exact Finset.sum_congr rfl (fun j _ => by linear_combination h k j)
    have hz : ∑ i, mismatch (a i) (c i) (∑ j, a j) (∑ j, c j) = 0 :=
      Finset.sum_eq_zero (fun k _ => by
        unfold mismatch
        rw [h0 k, sub_self]
        simp)
    linarith
```

The auxiliary `hneg` shows that a non-empty sum of negative numbers is negative. The error formula is stored as `e`, and `ht` says that each correction is nonpositive; together they give the inequality.

In the forward direction of the equivalence, `h0` says that the corrections sum to zero. As none is positive, each vanishes, and `hp` extracts $a_kC-c_kA=0$ from the square in the numerator. The final `linear_combination` is the displayed identity for $A(a_ic_j-a_jc_i)$, after the nonzero factor $A$ has been introduced by `mul_right_cancel₀`. In the reverse direction, `h0` sums the pairwise condition over `j`, and `hz` concludes that the total correction is zero.

The version for any positive coupling applies this theorem to the slopes `l * a i`. The two remaining steps cancel or restore the factor `l` in the equality condition.

```lean
/-- For fragments with negative slopes and asymptotes, at every positive coupling the Padé integrand
of the whole is at most the sum of the fragment integrands, with equality exactly when `a i * c j =
a j * c i` for all pairs of fragments. -/
theorem padeIntegrand_subadditive [Nonempty ι] (a c : ι → ℝ) (l : ℝ) (hl : 0 < l)
    (ha : ∀ i, a i < 0) (hc : ∀ i, c i < 0) :
    padeIntegrand (∑ i, a i) (∑ i, c i) l ≤ ∑ i, padeIntegrand (a i) (c i) l ∧
    (padeIntegrand (∑ i, a i) (∑ i, c i) l = ∑ i, padeIntegrand (a i) (c i) l ↔
      ∀ i j, a i * c j = a j * c i) := by
  simp only [padeIntegrand_eq_padeFull, Finset.mul_sum]
  have h := padeFull_subadditive (fun i => l * a i) c
    (fun i => mul_neg_of_pos_of_neg hl (ha i)) hc
  refine ⟨h.1, h.2.trans ⟨fun g i j => ?_, fun g i j => ?_⟩⟩
  · apply mul_left_cancel₀ hl.ne'
    linear_combination g i j
  · linear_combination l * g i j
```

The two-fragment statement is the family theorem for vectors of length two. Of the four index pairs, `0 0` and `1 1` are trivial, and the other two both express `a₁ * c₂ = a₂ * c₁`.

```lean
/-- For two fragments with negative slopes and asymptotes, the full-coupling value of the whole is
at most the sum of the two values, with equality exactly when `a₁ * c₂ = a₂ * c₁`. -/
theorem padeFull_two_fragments (a₁ a₂ c₁ c₂ : ℝ)
    (ha₁ : a₁ < 0) (ha₂ : a₂ < 0) (hc₁ : c₁ < 0) (hc₂ : c₂ < 0) :
    padeFull (a₁ + a₂) (c₁ + c₂) ≤ padeFull a₁ c₁ + padeFull a₂ c₂ ∧
    (padeFull (a₁ + a₂) (c₁ + c₂) = padeFull a₁ c₁ + padeFull a₂ c₂ ↔
      a₁ * c₂ = a₂ * c₁) := by
  have h := padeFull_subadditive ![a₁, a₂] ![c₁, c₂]
    (by intro i; fin_cases i <;> simp [ha₁, ha₂])
    (by intro i; fin_cases i <;> simp [hc₁, hc₂])
  simp only [Fin.sum_univ_two] at h
  refine ⟨h.1, h.2.trans ⟨fun k => k 0 1, fun k i j => ?_⟩⟩
  fin_cases i <;> fin_cases j <;> simp [k]

end

end PadeSizeConsistency
```

```lean
#print axioms PadeSizeConsistency.padeIntegrand_asymptote
#print axioms PadeSizeConsistency.padeFull_homogeneous
#print axioms PadeSizeConsistency.padeIntegrand_subadditive
#print axioms PadeSizeConsistency.padeFull_two_fragments
```

```
'PadeSizeConsistency.padeIntegrand_asymptote' depends on axioms: [propext, Classical.choice, Quot.sound]
'PadeSizeConsistency.padeFull_homogeneous' depends on axioms: [propext, Classical.choice, Quot.sound]
'PadeSizeConsistency.padeIntegrand_subadditive' depends on axioms: [propext, Classical.choice, Quot.sound]
'PadeSizeConsistency.padeFull_two_fragments' depends on axioms: [propext, Classical.choice, Quot.sound]
```
